# The mean of a momentum component vanishes under a centred Gaussian weight

For a single real momentum component x, with mass M > 0 and temperature parameter kT > 0, the canonical weight is the Gaussian exp(−x²/(2M·kT)). The theorem states that x times this weight is integrable over the real line, and that the mean momentum, the integral of this product divided by the integral of the weight, is zero. The weight itself is unnormalised; the division supplies the normalisation. The attempt takes integrability from a Mathlib lemma on Gaussians, then uses the reflection x → −x to show that the integral in the numerator equals its own negative and so vanishes.

An attempt in Lean 4 with a fault in it:

```lean
import Mathlib

open Filter Topology MeasureTheory

namespace NoseHooverAverages

noncomputable section

variable {n : ℕ} {V : (Fin n → ℝ) → ℝ} {m : Fin n → ℝ} {Q g kT : ℝ}
  {q p : ℝ → Fin n → ℝ} {ξ : ℝ → ℝ}

/-- The canonical mean of one momentum component, for positive mass `M` and temperature `kT`. -/
def canonicalMomentum (M kT : ℝ) : ℝ :=
  (∫ x : ℝ, x * Real.exp (-(1 / (2 * M * kT)) * x ^ 2)) /
    ∫ x : ℝ, Real.exp (-(1 / (2 * M * kT)) * x ^ 2)

/-- The canonical momentum integrand is integrable and the canonical mean momentum is zero. -/
theorem canonicalMomentum_eq_zero {M : ℝ} (hM : 0 < M) (hkT : 0 < kT) :
    Integrable (fun x : ℝ => x * Real.exp (-(1 / (2 * M * kT)) * x ^ 2)) ∧
      canonicalMomentum M kT = 0 := by
  refine ⟨integrable_mul_exp_neg_mul_sq (by positivity), ?_⟩
  -- the integrand is odd
  have h1 := integral_neg_eq_self
    (fun x : ℝ => x * Real.exp (-(1 / (2 * M * kT)) * x ^ 2)) volume
  simp only [neg_sq, neg_mul x, neg_mul, integral_neg] at h1
  have h2 : (∫ x : ℝ, x * Real.exp (-(1 / (2 * M * kT)) * x ^ 2)) = 0 := by
    simp only [neg_mul]
    linarith
  rw [canonicalMomentum, h2, zero_div]

end

end NoseHooverAverages
```

Lean reports:

```
Main.lean:25:29: error(lean.unknownIdentifier): Unknown identifier `x`
```

What went wrong. The message says that Lean knows no `x` at the place where the `simp only` call mentions `neg_mul x`. The only `x` in the surrounding proof is a bound variable, inside the function passed to `integral_neg_eq_self` and inside the integrals. It has no meaning outside those expressions, and the arguments given to `simp only` are read outside them, in the context of the tactic. There `M` and `kT` are available, but no `x` is.

The repair deletes `neg_mul x` and keeps the plain `neg_mul` that already stood next to it in the list. With its arguments left open, this lemma can be applied by `simp only` beneath the integral sign, where it matches the bound variable without having to name it. It turns the product of −x and the exponential into the negative of a product, and `integral_neg` can then move the minus sign outside the integral. Nothing is lost by the deletion, since the general lemma covers the specialised case that was intended.

The mended proof, as a diff:

```diff
@@ -23,5 +23,5 @@
   have h1 := integral_neg_eq_self
     (fun x : ℝ => x * Real.exp (-(1 / (2 * M * kT)) * x ^ 2)) volume
-  simp only [neg_sq, neg_mul x, neg_mul, integral_neg] at h1
+  simp only [neg_sq, neg_mul, integral_neg] at h1
   have h2 : (∫ x : ℝ, x * Real.exp (-(1 / (2 * M * kT)) * x ^ 2)) = 0 := by
     simp only [neg_mul]
```
